# Removing a fully occupied orbital from a closed-shell density leaves a closed-shell density

## Two centres, two electrons

Take one orbital on each of two atoms, orthonormal, and put an electron pair into their in-phase combination $v=(1,1)/\sqrt2$. The density matrix is

$$P=2vv^T=\begin{pmatrix}1&1\\1&1\end{pmatrix},\qquad P^2=2P.$$

The occupation of $v$ is $\langle v,Pv\rangle=2$, and subtracting $2vv^T$ leaves zero, with no electrons.

The first atomic orbital $e_1=(1,0)$ has occupation 1. Subtracting a pair from it gives

$$P-2e_1e_1^T=\begin{pmatrix}-1&1\\1&1\end{pmatrix},$$

in which $e_1$ has occupation $-1$. This is no longer a closed-shell density. Occupation exactly 2 separates the two cases, in any finite dimension.

## Densities, occupations and searches

A closed-shell density is here a real symmetric matrix $P$ with $P^2=2P$, written in an orthonormal orbital basis. The condition stands for a single determinant whose spatial orbitals are each doubly occupied or empty; correlated densities in general violate it.

Adaptive natural density partitioning (AdNDP) looks for orbitals holding nearly two electrons, removes their density and searches the remainder. For exact pairs in the finite-basis density of a closed-shell single determinant, the results below show that this removal can be repeated consistently.

In Lean, the finite type `n` labels the basis orbitals and an orbital is a vector `n → ℝ`. The definitions read as follows:

- `IsClosedShell P` contains the symmetry and $P^2=2P$.
- `occupation P v` is $\langle v,Pv\rangle$; normalisation is the separate hypothesis `v ⬝ᵥ v = 1`.
- `deplete P v` is $P-2vv^T$, where `vecMulVec v v` is $vv^T$. For a normalised `v` it subtracts a full pair, whatever the occupation of `v`.
- `residual P l` is what remains after depleting the orbitals of the list `l` in order.
- `IsSearch P l` says that each orbital in `l` is normalised and has occupation 2 in the density left by its predecessors.

The theorems state that normalised orbitals have occupations in $[0,2]$, and that depleting one preserves the closed-shell property exactly when its occupation is 2. Along any search the residual stays closed-shell, the trace falls by 2 per orbital, and the orbitals are mutually orthogonal. Some search ends at zero, with $\operatorname{tr}P$ equal to twice its length.

AdNDP also prefers orbitals on few centres and accepts occupations somewhat below 2. Neither feature is modelled: a search may use orbitals spread over the whole molecule, and the complete search is neither claimed to be unique nor chemically localised.

## The derivation

**Bounds.** Let $v$ be a unit vector and $o=\langle v,Pv\rangle$. Symmetry and $P^2=2P$ give

$$|Pv|^2=\langle v,P^2v\rangle=2o,\qquad |Pv-2v|^2=2o-4o+4=4-2o.$$

Both are nonnegative, so $0\le o\le2$. If $o=2$, the second norm vanishes and $Pv=2v$.

**One depletion.** Let $o=2$ and $Q=P-2vv^T$. Then $Pv=2v$, and by transposition $v^TP=2v^T$. Hence

$$\begin{aligned}Q^2&=P^2-2Pvv^T-2vv^TP+4v(v^Tv)v^T\\&=2P-4vv^T-4vv^T+4vv^T=2Q.\end{aligned}$$

$Q$ is symmetric, $Qv=2v-2v=0$, and $\operatorname{tr}Q=\operatorname{tr}P-2$ because $\operatorname{tr}vv^T=1$.

**Converse.** For any unit $v$, $\langle v,Qv\rangle=o-2$. If $Q$ is closed-shell, the lower bound applied to $Q$ gives $o\ge2$, and the upper bound for $P$ gives $o=2$.

**Orthogonality.** Suppose a closed-shell $R$ annihilates $v$, and $a$ is a unit vector fully occupied in $R$. Then

$$0=\langle Rv,a\rangle=\langle v,Ra\rangle=2\langle v,a\rangle.$$

So $a\perp v$, and $(R-2aa^T)v=0$ as well. The argument therefore repeats for every later orbital.

**A complete search.** If $P\ne0$, choose $w$ with $u=Pw\ne0$. Then $Pu=P^2w=2u$, so $u/|u|$ is a unit vector with occupation 2 and can be depleted. The trace of a closed-shell density is nonnegative, since $2P_{ii}=\sum_jP_{ij}^2$. It falls by 2 each time, so the process must stop, and it can stop only at zero. Adding up the losses gives $\operatorname{tr}P=2m$ for $m$ orbitals.

## Three centres, four electrons

A model density for hypervalent three-centre bonding, with its bonding orbital, is

$$P=\begin{pmatrix}\tfrac32&\tfrac{\sqrt2}2&-\tfrac12\\\tfrac{\sqrt2}2&1&\tfrac{\sqrt2}2\\-\tfrac12&\tfrac{\sqrt2}2&\tfrac32\end{pmatrix},\qquad v=\begin{pmatrix}\tfrac12\\\tfrac{\sqrt2}2\\\tfrac12\end{pmatrix}.$$

The first entry of $Pv$ is $\tfrac34+\tfrac12-\tfrac14=1$, the second is $\tfrac{\sqrt2}4+\tfrac{\sqrt2}2+\tfrac{\sqrt2}4=\sqrt2$, and the third is again 1. So $Pv=2v$, and depletion leaves

$$Q=\begin{pmatrix}1&0&-1\\0&0&0\\-1&0&1\end{pmatrix}=2ww^T,\qquad w=\tfrac1{\sqrt2}(1,0,-1)^T.$$

The remaining pair occupies the nonbonding orbital $w$ on the outer atoms. Depleting $w$ gives zero: two orbitals for trace 4.

## The Lean file

```lean
import Mathlib

open Matrix

namespace AdNDPDepletion

noncomputable section

variable {n : Type*} [Fintype n]

/-- A closed-shell density matrix in an orthonormal real orbital basis:
symmetric, with `P² = 2P`. -/
structure IsClosedShell (P : Matrix n n ℝ) : Prop where
  symmetric : Pᵀ = P
  idem : P * P = (2 : ℝ) • P

/-- The number `⟨v, P v⟩`, which for a normalised orbital `v` is its occupation in the density `P`.
-/
def occupation (P : Matrix n n ℝ) (v : n → ℝ) : ℝ := v ⬝ᵥ P *ᵥ v

/-- Depletion: the matrix `P - 2 v vᵀ`. For a normalised `v` this subtracts the density of an
electron pair in `v`. -/
def deplete (P : Matrix n n ℝ) (v : n → ℝ) : Matrix n n ℝ :=
  P - (2 : ℝ) • vecMulVec v v

/-- The residual density after depleting the orbitals of a list one after another. -/
def residual : Matrix n n ℝ → List (n → ℝ) → Matrix n n ℝ
  | P, [] => P
  | P, v :: l => residual (deplete P v) l

/-- A list of orbitals is a search if each is normalised and has occupation 2 in the
density left by its predecessors. -/
def IsSearch : Matrix n n ℝ → List (n → ℝ) → Prop
  | _, [] => True
  | P, v :: l => v ⬝ᵥ v = 1 ∧ occupation P v = 2 ∧ IsSearch (deplete P v) l

/-- A closed-shell density can be moved from one side of the scalar product to the other. -/
theorem dot_density {P : Matrix n n ℝ} (h : IsClosedShell P) (u w : n → ℝ) :
    u ⬝ᵥ P *ᵥ w = (P *ᵥ u) ⬝ᵥ w := by
  rw [Matrix.dotProduct_mulVec, ← Matrix.mulVec_transpose, h.symmetric]

/-- Action of the depleted density on an orbital `w`. -/
theorem deplete_mulVec (P : Matrix n n ℝ) (v w : n → ℝ) :
    deplete P v *ᵥ w = P *ᵥ w - (2 * (v ⬝ᵥ w)) • v := by
  funext i
  simp only [deplete, mulVec, dotProduct, Matrix.sub_apply, Matrix.smul_apply,
    vecMulVec_apply, Pi.sub_apply, Pi.smul_apply, smul_eq_mul, Finset.mul_sum,
    Finset.sum_mul, ← Finset.sum_sub_distrib]
  exact Finset.sum_congr rfl (fun j _ => by ring)

/-- A normalised orbital has occupation between 0 and 2, and one with occupation 2
satisfies `P v = 2 v`. -/
theorem occupation_bounds {P : Matrix n n ℝ} (h : IsClosedShell P) {v : n → ℝ}
    (hv : v ⬝ᵥ v = 1) :
    0 ≤ occupation P v ∧ occupation P v ≤ 2 ∧
      (occupation P v = 2 → P *ᵥ v = (2 : ℝ) • v) := by
  have nonneg : ∀ u : n → ℝ, 0 ≤ u ⬝ᵥ u :=
    fun u => Finset.sum_nonneg (fun i _ => mul_self_nonneg (u i))
  -- |P v|² = 2 ⟨v, P v⟩
  have h1 : (P *ᵥ v) ⬝ᵥ (P *ᵥ v) = 2 * occupation P v := by
    rw [← dot_density h, Matrix.mulVec_mulVec, h.idem, Matrix.smul_mulVec,
      dotProduct_smul, smul_eq_mul, occupation]
  -- |P v - 2 v|² = 4 - 2 ⟨v, P v⟩
  have h2 : (P *ᵥ v - (2 : ℝ) • v) ⬝ᵥ (P *ᵥ v - (2 : ℝ) • v)
      = 4 - 2 * occupation P v := by
    have h3 : (P *ᵥ v) ⬝ᵥ v = occupation P v := dotProduct_comm _ _
    have h4 : v ⬝ᵥ P *ᵥ v = occupation P v := rfl
    simp only [sub_dotProduct, dotProduct_sub, smul_dotProduct, dotProduct_smul,
      smul_eq_mul, h1, h3, h4, hv]
    ring
  refine ⟨by linarith [nonneg (P *ᵥ v)],
    by linarith [nonneg (P *ᵥ v - (2 : ℝ) • v)], fun ho => ?_⟩
  rw [ho] at h2
  exact sub_eq_zero.mp (dotProduct_self_eq_zero.mp (by linarith))

/-- Depleting a normalised orbital of occupation 2 leaves a closed-shell density that
annihilates this orbital and has trace smaller by 2. -/
theorem deplete_step {P : Matrix n n ℝ} (h : IsClosedShell P) {v : n → ℝ}
    (hv : v ⬝ᵥ v = 1) (ho : occupation P v = 2) :
    IsClosedShell (deplete P v) ∧ deplete P v *ᵥ v = 0 ∧
      (deplete P v).trace = P.trace - 2 := by
  have hP := (occupation_bounds h hv).2.2 ho
  have hmul : ∀ A : Matrix n n ℝ, A * vecMulVec v v = vecMulVec (A *ᵥ v) v := by
    intro A
    ext i j
    simp only [Matrix.mul_apply, vecMulVec_apply, mulVec, dotProduct, Finset.sum_mul,
      mul_assoc]
  have hT : (vecMulVec v v)ᵀ = vecMulVec v v := by
    ext i j
    exact mul_comm _ _
  have hPV : P * vecMulVec v v = (2 : ℝ) • vecMulVec v v := by
    rw [hmul, hP]
    ext i j
    simp only [vecMulVec_apply, Pi.smul_apply, Matrix.smul_apply, smul_eq_mul, mul_assoc]
  have hVP : vecMulVec v v * P = (2 : ℝ) • vecMulVec v v := by
    have := congrArg Matrix.transpose hPV
    rwa [Matrix.transpose_mul, Matrix.transpose_smul, hT, h.symmetric] at this
  have hVV : vecMulVec v v * vecMulVec v v = vecMulVec v v := by
    have : vecMulVec v v *ᵥ v = v := by
      funext i
      simp only [mulVec, dotProduct, vecMulVec_apply, mul_assoc, ← Finset.mul_sum]
      rw [show ∑ j, v j * v j = 1 from hv, mul_one]
    rw [hmul, this]
  refine ⟨⟨?_, ?_⟩, ?_, ?_⟩
  · rw [deplete, Matrix.transpose_sub, Matrix.transpose_smul, hT, h.symmetric]
  · simp only [deplete, sub_mul, mul_sub, Matrix.smul_mul, Matrix.mul_smul,
      h.idem, hPV, hVP, hVV]
    module
  · rw [deplete_mulVec, hP, hv, mul_one, sub_self]
  · have ht : (vecMulVec v v).trace = v ⬝ᵥ v := rfl
    rw [deplete, Matrix.trace_sub, Matrix.trace_smul, ht, hv, smul_eq_mul, mul_one]

/-- Depleting a normalised orbital leaves a closed-shell density exactly when the
orbital has occupation 2. -/
theorem deplete_closedShell_iff {P : Matrix n n ℝ} (h : IsClosedShell P) {v : n → ℝ}
    (hv : v ⬝ᵥ v = 1) : IsClosedShell (deplete P v) ↔ occupation P v = 2 := by
  refine ⟨fun hQ => ?_, fun ho => (deplete_step h hv ho).1⟩
  -- the occupation left in `v` is lowered by 2 and may not be negative
  have h1 : occupation (deplete P v) v = occupation P v - 2 := by
    simp only [occupation, deplete_mulVec, dotProduct_sub, dotProduct_smul, smul_eq_mul, hv]
    ring
  linarith [(occupation_bounds hQ hv).1, (occupation_bounds h hv).2.1]

/-- Every nonzero closed-shell density has a normalised orbital of occupation 2. -/
theorem exists_full_orbital {P : Matrix n n ℝ} (h : IsClosedShell P) (h0 : P ≠ 0) :
    ∃ v : n → ℝ, v ⬝ᵥ v = 1 ∧ occupation P v = 2 := by
  classical
  obtain ⟨w, hw⟩ : ∃ w, P *ᵥ w ≠ 0 := by
    by_contra hc
    push Not at hc
    apply h0
    ext i j
    simpa using congrFun (hc (Pi.single j 1)) i
  -- normalise the projected vector `u = P w`, for which `P u = 2 u`
  obtain ⟨u, hu⟩ : ∃ u, u = P *ᵥ w := ⟨_, rfl⟩
  have hPu : P *ᵥ u = (2 : ℝ) • u := by
    rw [hu, Matrix.mulVec_mulVec, h.idem, Matrix.smul_mulVec]
  have hne : u ⬝ᵥ u ≠ 0 := fun hz => hw (hu ▸ dotProduct_self_eq_zero.mp hz)
  have hnn : 0 ≤ u ⬝ᵥ u := Finset.sum_nonneg (fun i _ => mul_self_nonneg (u i))
  have hs : √(u ⬝ᵥ u) * √(u ⬝ᵥ u) = u ⬝ᵥ u := Real.mul_self_sqrt hnn
  have hunit : ((√(u ⬝ᵥ u))⁻¹ • u) ⬝ᵥ ((√(u ⬝ᵥ u))⁻¹ • u) = 1 := by
    rw [smul_dotProduct, dotProduct_smul, smul_eq_mul, smul_eq_mul, ← mul_assoc,
      ← mul_inv, hs, inv_mul_cancel₀ hne]
  refine ⟨(√(u ⬝ᵥ u))⁻¹ • u, hunit, ?_⟩
  rw [occupation, Matrix.mulVec_smul, hPu, smul_comm, dotProduct_smul, hunit,
    smul_eq_mul, mul_one]

/-- An orbital annihilated by a closed-shell density is orthogonal to every orbital
found by a search in that density. -/
theorem search_orthogonal (l : List (n → ℝ)) : ∀ {P : Matrix n n ℝ} {v : n → ℝ},
    IsClosedShell P → P *ᵥ v = 0 → IsSearch P l → ∀ w ∈ l, v ⬝ᵥ w = 0 := by
  induction l with
  | nil => intro P v _ _ _ w hw; cases hw
  | cons a l ih =>
    intro P v h hv hl
    obtain ⟨ha, ho, hl⟩ := hl
    have hva : v ⬝ᵥ a = 0 := by
      have h1 := dot_density h v a
      rw [hv, (occupation_bounds h ha).2.2 ho, dotProduct_smul, zero_dotProduct,
        smul_eq_mul] at h1
      linarith
    have hQ : deplete P a *ᵥ v = 0 := by
      rw [deplete_mulVec, hv, dotProduct_comm, hva, mul_zero, zero_smul, sub_zero]
    intro w hw
    rcases List.mem_cons.mp hw with rfl | hw
    · exact hva
    · exact ih (deplete_step h ha ho).1 hQ hl w hw

/-- Iterated depletion: the residual density stays closed-shell, each orbital found lowers
the trace by 2, and the orbitals found are mutually orthogonal. -/
theorem iterated_depletion (l : List (n → ℝ)) : ∀ {P : Matrix n n ℝ},
    IsClosedShell P → IsSearch P l →
      IsClosedShell (residual P l) ∧ (residual P l).trace = P.trace - 2 * l.length ∧
        l.Pairwise (fun u w => u ⬝ᵥ w = 0) := by
  induction l with
  | nil => intro P h _; exact ⟨h, by simp [residual], List.Pairwise.nil⟩
  | cons v l ih =>
    intro P h hl
    obtain ⟨hv, ho, hl⟩ := hl
    obtain ⟨hQ, hQv, ht⟩ := deplete_step h hv ho
    obtain ⟨h1, h2, h3⟩ := ih hQ hl
    refine ⟨h1, ?_, List.Pairwise.cons (search_orthogonal l hQ hQv hl) h3⟩
    rw [residual, h2, ht, List.length_cons]
    push_cast
    ring

/-- Every closed-shell density has a search that leaves no residual density, and its trace
is twice the number of orbitals found. -/
theorem exists_complete_search {P : Matrix n n ℝ} (h : IsClosedShell P) :
    ∃ l, IsSearch P l ∧ residual P l = 0 ∧ P.trace = 2 * l.length := by
  have key : ∀ (N : ℕ) (P : Matrix n n ℝ), IsClosedShell P → P.trace < 2 * N →
      ∃ l, IsSearch P l ∧ residual P l = 0 := by
    intro N
    induction N with
    | zero =>
      intro P h ht
      -- the trace is nonnegative, since 2 Pᵢᵢ = ∑ⱼ Pᵢⱼ²
      have h0 : 0 ≤ P.trace := by
        refine Finset.sum_nonneg (fun i _ => ?_)
        have h1 : ∑ j, P i j * P j i = 2 * P i i := by
          have := congrFun (congrFun h.idem i) i
          rwa [Matrix.mul_apply, Matrix.smul_apply, smul_eq_mul] at this
        have h2 : 0 ≤ ∑ j, P i j * P j i := by
          refine Finset.sum_nonneg (fun j _ => ?_)
          have h3 : P j i = P i j := congrFun (congrFun h.symmetric i) j
          rw [h3]
          exact mul_self_nonneg _
        change 0 ≤ P i i
        linarith
      norm_num at ht
      linarith
    | succ N ih =>
      intro P h ht
      by_cases h0 : P = 0
      · exact ⟨[], trivial, h0⟩
      · obtain ⟨v, hv, ho⟩ := exists_full_orbital h h0
        obtain ⟨hQ, _, hQt⟩ := deplete_step h hv ho
        push_cast at ht
        obtain ⟨l, hl, hr⟩ := ih _ hQ (by linarith)
        exact ⟨v :: l, ⟨hv, ho, hl⟩, hr⟩
  obtain ⟨N, hN⟩ := exists_nat_gt P.trace
  obtain ⟨l, hl, hr⟩ := key N P h (by linarith [Nat.cast_nonneg (α := ℝ) N])
  refine ⟨l, hl, hr, ?_⟩
  have ht := (iterated_depletion l h hl).2.1
  rw [hr, Matrix.trace_zero] at ht
  linarith

/-- An explicit three-centre four-electron density and an orbital spread over all three
centres that is normalised and has occupation 2. -/
theorem threeCentre_witness :
    let P : Matrix (Fin 3) (Fin 3) ℝ :=
      !![3/2, √2/2, -1/2; √2/2, 1, √2/2; -1/2, √2/2, 3/2]
    let v : Fin 3 → ℝ := ![1/2, √2/2, 1/2]
    IsClosedShell P ∧ P.trace = 4 ∧ v ⬝ᵥ v = 1 ∧ occupation P v = 2 := by
  intro P v
  have h : √2 * √2 = (2 : ℝ) := Real.mul_self_sqrt (by norm_num)
  refine ⟨⟨?_, ?_⟩, ?_, ?_, ?_⟩
  · ext i j
    fin_cases i <;> fin_cases j <;> simp [P]
  · ext i j
    fin_cases i <;> fin_cases j <;>
      simp [P, Matrix.mul_apply, Fin.sum_univ_succ] <;> nlinarith [h]
  · simp [P, Matrix.trace, Fin.sum_univ_succ]
    norm_num
  · simp [v, dotProduct, Fin.sum_univ_succ]
    nlinarith [h]
  · simp [P, v, occupation, mulVec, dotProduct, Fin.sum_univ_succ]
    nlinarith [h]

end

end AdNDPDepletion
```

```lean
#print axioms AdNDPDepletion.deplete_closedShell_iff
-- 'AdNDPDepletion.deplete_closedShell_iff' depends on axioms: [propext, Classical.choice, Quot.sound]
#print axioms AdNDPDepletion.exists_complete_search
-- 'AdNDPDepletion.exists_complete_search' depends on axioms: [propext, Classical.choice, Quot.sound]
```

## How the proof follows the algebra

`dot_density` moves $P$ across the scalar product, and `deplete_mulVec` gives $Qw=Pw-2\langle v,w\rangle v$. In `occupation_bounds`, `h1` and `h2` are the two norm identities. `linarith` reads off the bounds, and `dotProduct_self_eq_zero` turns the vanishing norm into $Pv=2v$.

`deplete_step` prepares the products in $Q^2$: `hPV` is $Pvv^T=2vv^T$, `hVP` is its transpose, and `hVV` is $(vv^T)^2=vv^T$. After expansion, `module` collects the coefficients. `deplete_closedShell_iff` adds the converse by comparing the occupations before and after depletion.

`exists_full_orbital` normalises $Pw$. `search_orthogonal` is an induction on the list with the density left general, because the density changes at each step; `hQ` carries the annihilation of $v$ forward. `iterated_depletion` combines this with the single-step result.

In `exists_complete_search`, the auxiliary claim `key` is proved by induction on a natural number $N$ with $\operatorname{tr}P<2N$. For $N=0$ the nonnegative trace gives a contradiction. In the successor step either $P=0$ and the empty list suffices, or one depletion lowers the bound. The trace formula then follows from `iterated_depletion` with residual zero.

`threeCentre_witness` checks the $3\times3$ density entry by entry using $\sqrt2\,\sqrt2=2$, together with its trace and the norm and occupation of $v$.
